# The three-point lattice energy of a free particle is within one per cent from 19 grid points per wavelength

Before a finite-difference Hamiltonian can be assembled for a one-dimensional transport calculation, someone has to choose the grid spacing $a$. For a particle of mass $m$ whose largest kinetic energy is $K$, the setup may look like this:

```python
k = sqrt(2*m*K)/hbar          # largest wavenumber
a = 2*pi/(19*k)               # 19 points per shortest wavelength
t = hbar**2/(2*m*a**2)        # hopping
# matrix: 2*t on the diagonal, -t on the two neighbouring diagonals
```

The number 19 comes from a bound on the kinetic energy error. For a free particle on an infinite uniform grid, with the hopping $t$ set as in the third line, a wave sampled by a whole number $n\ge 1$ of points per wavelength has a lattice energy within one per cent of $\hbar^2k^2/2m$ exactly when $n\ge 19$.

In Lean 4 with Mathlib:

```lean
import Mathlib

namespace LatticeDispersion

noncomputable section
```

## Plane waves on the grid

Replacing the second derivative by its three-point difference turns the kinetic operator into
$$(H\psi)_j = t\,(2\psi_j-\psi_{j+1}-\psi_{j-1}).$$
The wavefunction is any function from the integers to the complex numbers. There is no potential and no boundary, and no normalisation is imposed, so plane waves are admitted.

```lean
/-- The three-point kinetic Hamiltonian with hopping `t` on an infinite one-dimensional grid. -/
def latticeHamiltonian (t : ℝ) (ψ : ℤ → ℂ) (j : ℤ) : ℂ :=
  t * (2 * ψ j - ψ (j + 1) - ψ (j - 1))
```

The wave of wavenumber $k$ takes the value $\psi_j=e^{ikaj}$ at the grid point $ja$.

```lean
/-- The plane wave of wavenumber `k` sampled at the grid points `j a`. -/
def planeWave (k a : ℝ) (j : ℤ) : ℂ :=
  Complex.exp (Complex.I * (k * a * (j : ℂ)))
```

Its energy will turn out to be $2t(1-\cos ka)$. This expression gets a name first, and the eigenvalue equation below justifies it.

```lean
/-- The lattice dispersion relation `2t(1 - cos ka)`. -/
def latticeEnergy (t a k : ℝ) : ℝ := 2 * t * (1 - Real.cos (k * a))
```

The reference value is the continuum kinetic energy $\hbar^2k^2/2m$.

```lean
/-- The kinetic energy `ħ²k²/2m` of a free particle in the continuum, for mass `m ≠ 0`. -/
def continuumEnergy (hbar m k : ℝ) : ℝ := hbar ^ 2 * k ^ 2 / (2 * m)
```

The relative error is the shortfall of the lattice energy divided by the continuum energy,
$$\frac{E_{\rm cont}-E_{\rm lat}}{E_{\rm cont}}.$$
It carries a sign, and a positive value means that the lattice energy is too low in magnitude.

```lean
/-- The amount by which the lattice energy falls short of the continuum energy, relative to the
continuum energy, which must be nonzero. -/
def relativeError (hbar m t a k : ℝ) : ℝ :=
  (continuumEnergy hbar m k - latticeEnergy t a k) / continuumEnergy hbar m k
```

With $x=ka$, the phase advance per grid step, the error will reduce to a function of $x$ alone:
$$\varepsilon(x)=1-\frac{2(1-\cos x)}{x^2},\qquad x\neq0.$$

```lean
/-- The relative dispersion error as a function of the phase `x = ka` per grid step,
for `x ≠ 0`. -/
def dispersionError (x : ℝ) : ℝ := 1 - 2 * (1 - Real.cos x) / x ^ 2
```

To find the eigenvalue, note that a step to a neighbouring site multiplies the wave by a phase, $\psi_{j\pm1}=e^{\pm ika}\psi_j$. Hence
$$(H\psi)_j=t\,(2-e^{ika}-e^{-ika})\,\psi_j=2t(1-\cos ka)\,\psi_j.$$

```lean
/-- A plane wave is an eigenfunction of the lattice Hamiltonian, and its energy is
`2t(1 - cos ka)`. -/
theorem latticeHamiltonian_planeWave (t a k : ℝ) :
    latticeHamiltonian t (planeWave k a) =
      fun j => (latticeEnergy t a k : ℂ) * planeWave k a j := by
  funext j
  -- a step to a neighbouring site multiplies the wave by a phase
  have h1 : Complex.exp (Complex.I * (k * a * ((j + 1 : ℤ) : ℂ))) =
      Complex.exp (Complex.I * (k * a * (j : ℂ))) * Complex.exp (k * a * Complex.I) := by
    rw [← Complex.exp_add]
    congr 1
    push_cast
    ring
  have h2 : Complex.exp (Complex.I * (k * a * ((j - 1 : ℤ) : ℂ))) =
      Complex.exp (Complex.I * (k * a * (j : ℂ))) * Complex.exp (-(k * a) * Complex.I) := by
    rw [← Complex.exp_add]
    congr 1
    push_cast
    ring
  simp only [latticeHamiltonian, planeWave, latticeEnergy]
  rw [h1, h2]
  push_cast
  rw [Complex.cos]
  ring
```

The theorem is an equality of functions on the whole grid, for all real $t$, $a$ and $k$. In the proof, `h1` and `h2` are the two phase relations. Rewriting with `Complex.cos` expresses the cosine through exponentials, and `ring` collects the terms.

## From two energies to one function of $ka$

The hopping is fixed by $2ma^2t=\hbar^2$. This condition gives the lattice band the curvature of the free-particle parabola at $k=0$, so that slow particles have the right mass. It implies
$$\frac{\hbar^2k^2}{2m}=\frac{2ma^2t\,k^2}{2m}=t\,(ka)^2,$$
and therefore
$$\frac{E_{\rm cont}-E_{\rm lat}}{E_{\rm cont}}=1-\frac{2t(1-\cos ka)}{t(ka)^2}=\varepsilon(ka).$$

```lean
/-- If the hopping is matched to the mass by `2ma²t = ħ²` with `ħ ≠ 0`, the relative energy error
at wavenumber `k ≠ 0` is `1 - 2(1 - cos x)/x²` with `x = ka`. -/
theorem relativeError_eq {hbar m t a k : ℝ} (hh : hbar ≠ 0)
    (ht : 2 * m * a ^ 2 * t = hbar ^ 2) (hk : k ≠ 0) :
    relativeError hbar m t a k = dispersionError (k * a) := by
  have h : 2 * m * a ^ 2 * t ≠ 0 := by
    rw [ht]
    exact pow_ne_zero 2 hh
  have hm : m ≠ 0 := by
    intro h0
    simp [h0] at h
  have ha : a ≠ 0 := by
    intro h0
    simp [h0] at h
  have ht0 : t ≠ 0 := by
    intro h0
    simp [h0] at h
  -- in lattice units the continuum energy is `t (ka)²`
  have hE : continuumEnergy hbar m k = t * (k * a) ^ 2 := by
    unfold continuumEnergy
    rw [← ht, div_eq_iff (mul_ne_zero two_ne_zero hm)]
    ring
  have hE0 : t * (k * a) ^ 2 ≠ 0 := mul_ne_zero ht0 (pow_ne_zero 2 (mul_ne_zero hk ha))
  have hL : latticeEnergy t a k = t * (2 * (1 - Real.cos (k * a))) := by
    unfold latticeEnergy
    ring
  unfold relativeError dispersionError
  rw [hE, hL, sub_div, div_self hE0, mul_div_mul_left _ _ ht0]
```

The matching relation is the hypothesis `ht`. Together with $\hbar\ne0$ it forces $m$, $a$ and $t$ to be nonzero, which the proof extracts first. Signs are left free, so a negative effective mass with negative hopping is covered too. The step `hE` is the first displayed equation, and the last line cancels the common factor $t$.

## Cosine bounds by repeated integration

The error is controlled by the cosine, for which bounds of fourth and sixth order are needed. They come from integrating inequalities from $0$ upwards. The tool is elementary: if $f(0)=0$ and $f'(y)\ge0$ for all $y\ge0$, then $f$ does not decrease on the half-line, so $f(x)\ge f(0)=0$ for $x\ge0$.

```lean
/-- A differentiable function that vanishes at the origin and has nonnegative slope on the
half-line `x ≥ 0` is nonnegative there. -/
theorem nonneg_of_slope {f f' : ℝ → ℝ} (hf : ∀ y, HasDerivAt f (f' y) y) (h0 : f 0 = 0)
    (hp : ∀ y, 0 ≤ y → 0 ≤ f' y) {x : ℝ} (hx : 0 ≤ x) : 0 ≤ f x := by
  have hm : MonotoneOn f (Set.Ici 0) :=
    monotoneOn_of_deriv_nonneg (convex_Ici 0)
      (fun y _ => (hf y).continuousAt.continuousWithinAt)
      (fun y _ => (hf y).differentiableAt.differentiableWithinAt)
      (fun y hy => by
        rw [(hf y).deriv]
        exact hp y (interior_subset hy))
  have h := hm (Set.mem_Ici.2 le_rfl) (Set.mem_Ici.2 hx) hx
  rwa [h0] at h
```

Start from $1-y^2/2\le\cos y$. For $y\ge0$, four integrations give in turn
$$\sin y\ge y-\frac{y^3}{6},\qquad \cos y\le1-\frac{y^2}{2}+\frac{y^4}{24},$$
$$\sin y\le y-\frac{y^3}{6}+\frac{y^5}{120},\qquad \cos y\ge1-\frac{y^2}{2}+\frac{y^4}{24}-\frac{y^6}{720}.$$
Both cosine bounds contain only even functions, so they hold for negative arguments as well.

```lean
/-- The cosine lies between its Taylor polynomials of degree six and four. -/
theorem cos_taylor_bounds (x : ℝ) :
    1 - x ^ 2 / 2 + x ^ 4 / 24 - x ^ 6 / 720 ≤ Real.cos x ∧
      Real.cos x ≤ 1 - x ^ 2 / 2 + x ^ 4 / 24 := by
  have p (n : ℕ) (y : ℝ) : HasDerivAt (fun z : ℝ => z ^ (n + 1)) ((n + 1) * y ^ n) y := by
    simpa using hasDerivAt_pow (n + 1) y
  -- each bound is the integral of the preceding one
  have s3 : ∀ y : ℝ, 0 ≤ y → 0 ≤ Real.sin y - y + y ^ 3 / 6 := by
    intro y hy
    have hd : ∀ z : ℝ, HasDerivAt (fun z => Real.sin z - z + z ^ 3 / 6)
        (Real.cos z - 1 + z ^ 2 / 2) z := fun z =>
      (((Real.hasDerivAt_sin z).fun_sub (hasDerivAt_id' z)).fun_add
        ((p 2 z).div_const 6)).congr_deriv (by push_cast; ring)
    exact nonneg_of_slope hd (by simp)
      (fun z _ => by linarith [Real.one_sub_sq_div_two_le_cos (x := z)]) hy
  have c4 : ∀ y : ℝ, 0 ≤ y → 0 ≤ 1 - y ^ 2 / 2 + y ^ 4 / 24 - Real.cos y := by
    intro y hy
    have hd : ∀ z : ℝ, HasDerivAt (fun z => 1 - z ^ 2 / 2 + z ^ 4 / 24 - Real.cos z)
        (Real.sin z - z + z ^ 3 / 6) z := fun z =>
      ((((hasDerivAt_const z (1 : ℝ)).fun_sub ((p 1 z).div_const 2)).fun_add
        ((p 3 z).div_const 24)).fun_sub (Real.hasDerivAt_cos z)).congr_deriv
          (by push_cast; ring)
    exact nonneg_of_slope hd (by simp) s3 hy
  have s5 : ∀ y : ℝ, 0 ≤ y → 0 ≤ y - y ^ 3 / 6 + y ^ 5 / 120 - Real.sin y := by
    intro y hy
    have hd : ∀ z : ℝ, HasDerivAt (fun z => z - z ^ 3 / 6 + z ^ 5 / 120 - Real.sin z)
        (1 - z ^ 2 / 2 + z ^ 4 / 24 - Real.cos z) z := fun z =>
      ((((hasDerivAt_id' z).fun_sub ((p 2 z).div_const 6)).fun_add
        ((p 4 z).div_const 120)).fun_sub (Real.hasDerivAt_sin z)).congr_deriv
          (by push_cast; ring)
    exact nonneg_of_slope hd (by simp) c4 hy
  have c6 : ∀ y : ℝ, 0 ≤ y →
      0 ≤ Real.cos y - 1 + y ^ 2 / 2 - y ^ 4 / 24 + y ^ 6 / 720 := by
    intro y hy
    have hd : ∀ z : ℝ, HasDerivAt
        (fun z => Real.cos z - 1 + z ^ 2 / 2 - z ^ 4 / 24 + z ^ 6 / 720)
        (z - z ^ 3 / 6 + z ^ 5 / 120 - Real.sin z) z := fun z =>
      (((((Real.hasDerivAt_cos z).fun_sub (hasDerivAt_const z (1 : ℝ))).fun_add
        ((p 1 z).div_const 2)).fun_sub ((p 3 z).div_const 24)).fun_add
          ((p 5 z).div_const 720)).congr_deriv (by push_cast; ring)
    exact nonneg_of_slope hd (by simp) s5 hy
  -- all terms are even, so `|x|` may replace `x`
  have h4 := c4 |x| (abs_nonneg x)
  have h6 := c6 |x| (abs_nonneg x)
  have e4 : |x| ^ 4 = x ^ 4 := Even.pow_abs (by decide) x
  have e6 : |x| ^ 6 = x ^ 6 := Even.pow_abs (by decide) x
  rw [Real.cos_abs, sq_abs, e4] at h4 h6
  rw [e6] at h6
  constructor <;> linarith
```

The four integrations are `s3`, `c4`, `s5` and `c6`, named after their highest power. In each, `hd` states the derivative of the new difference, and `nonneg_of_slope` takes the previous inequality as the sign of the slope. The final lines apply the results to $|x|$ and remove the absolute value.

## The error between two polynomials

Write the error over a common denominator,
$$\varepsilon(x)=\frac{x^2-2+2\cos x}{x^2}.$$
The upper cosine bound makes the numerator at most $x^4/12$, and the lower one makes it at least $x^4/12-x^6/360$. Division by $x^2>0$ gives
$$\frac{x^2}{12}-\frac{x^4}{360}\le\varepsilon(x)\le\frac{x^2}{12}.$$

```lean
/-- For `x ≠ 0` the relative dispersion error lies between `x²/12 - x⁴/360` and `x²/12`. -/
theorem dispersionError_bounds {x : ℝ} (hx : x ≠ 0) :
    x ^ 2 / 12 - x ^ 4 / 360 ≤ dispersionError x ∧ dispersionError x ≤ x ^ 2 / 12 := by
  have hx2 : 0 < x ^ 2 := by positivity
  obtain ⟨hl, hu⟩ := cos_taylor_bounds x
  have e : dispersionError x = (x ^ 2 - 2 * (1 - Real.cos x)) / x ^ 2 := by
    unfold dispersionError
    rw [sub_div, div_self hx2.ne']
  rw [e, le_div_iff₀ hx2, div_le_iff₀ hx2]
  constructor <;> nlinarith
```

The statement holds for every real $x\ne0$, though the lower bound says little once $x$ is large: it is negative for $x^2>30$. The proof multiplies both inequalities by $x^2$ and leaves the polynomial comparison to `nlinarith`.

## Where one per cent falls

A wave with $n$ points per wavelength has $k=2\pi/(na)$ and hence $x=2\pi/n$. Three cases settle the threshold.

For $n\ge19$ we have $x\le0.34$, so $x^2\le0.1156$ and
$$\varepsilon(x)\le\frac{0.1156}{12}<0.0097.$$
Since $x^4\le1$, the lower bound gives $\varepsilon(x)\ge-1/360$, so the absolute value is below one per cent.

For $2\le n\le18$ we have $0.348\le x\le3.15$, so $s=x^2$ lies between $0.121$ and $10$. Then $(s-0.121)(10-s)\ge0$, which means $s^2\le10.121\,s-1.21$, and
$$\varepsilon(x)\ge\frac{s}{12}-\frac{s^2}{360}\ge\frac{19.879\,s+1.21}{360}\ge\frac{19.879\cdot0.121+1.21}{360}>0.01.$$

For $n=1$ the phase is $x=2\pi$, where the lower bound is negative and of no help. But the sampled wave is constant on the grid, its lattice energy is zero, and $\varepsilon(2\pi)=1$.

```lean
/-- Let `2ma²t = ħ²` with `ħ ≠ 0`. For a wave sampled by `n ≥ 1` grid points per wavelength, the
lattice energy is within one per cent of the continuum energy exactly when `n ≥ 19`. -/
theorem one_percent_iff {hbar m t a : ℝ} (hh : hbar ≠ 0)
    (ht : 2 * m * a ^ 2 * t = hbar ^ 2) {n : ℕ} (hn : 0 < n) :
    |relativeError hbar m t a (2 * Real.pi / (n * a))| ≤ 1 / 100 ↔ 19 ≤ n := by
  have ha : a ≠ 0 := by
    intro h0
    apply hh
    simpa [h0] using ht.symm
  have hn' : (0 : ℝ) < n := by exact_mod_cast hn
  have hk : 2 * Real.pi / (n * a) ≠ 0 :=
    div_ne_zero (mul_ne_zero two_ne_zero Real.pi_ne_zero) (mul_ne_zero hn'.ne' ha)
  have hka : 2 * Real.pi / (n * a) * a = 2 * Real.pi / n := by field_simp
  rw [relativeError_eq hh ht hk, hka]
  have hx : 0 < 2 * Real.pi / (n : ℝ) := div_pos Real.two_pi_pos hn'
  obtain ⟨hl, hu⟩ := dispersionError_bounds hx.ne'
  have hp1 := Real.pi_gt_d2
  have hp2 := Real.pi_lt_d2
  constructor
  · intro h
    by_contra hlt
    have herr := (le_abs_self _).trans h
    rcases (show n = 1 ∨ 2 ≤ n by omega) with h1 | h2
    · -- one point per wavelength: the lattice energy vanishes
      subst h1
      norm_num [dispersionError, Real.cos_two_pi] at herr
    · have hn2 : (2 : ℝ) ≤ n := by exact_mod_cast h2
      have hn18 : (n : ℝ) ≤ 18 := by exact_mod_cast (show n ≤ 18 by omega)
      have b1 : 0.348 ≤ 2 * Real.pi / (n : ℝ) := by
        rw [le_div_iff₀ hn']
        linarith
      have b2 : 2 * Real.pi / (n : ℝ) ≤ 3.15 := by
        rw [div_le_iff₀ hn']
        linarith
      generalize 2 * Real.pi / (n : ℝ) = x at *
      have u1 : 0.121 ≤ x ^ 2 := by nlinarith
      have u2 : x ^ 2 ≤ 10 := by nlinarith
      nlinarith [mul_nonneg (sub_nonneg.2 u1) (sub_nonneg.2 u2)]
  · intro h
    have hn19 : (19 : ℝ) ≤ n := by exact_mod_cast h
    have b : 2 * Real.pi / (n : ℝ) ≤ 0.34 := by
      rw [div_le_iff₀ hn']
      linarith
    generalize 2 * Real.pi / (n : ℝ) = x at *
    have u : x ^ 2 ≤ 0.1156 := by nlinarith
    have v : x ^ 4 ≤ 1 := by nlinarith [sq_nonneg x]
    rw [abs_le]
    constructor
    · linarith [sq_nonneg x]
    · linarith

end

end LatticeDispersion
```

```lean
#print axioms LatticeDispersion.latticeHamiltonian_planeWave
-- 'LatticeDispersion.latticeHamiltonian_planeWave' depends on axioms: [propext, Classical.choice, Quot.sound]
#print axioms LatticeDispersion.one_percent_iff
-- 'LatticeDispersion.one_percent_iff' depends on axioms: [propext, Classical.choice, Quot.sound]
```

The theorem is an equivalence about the absolute value of `relativeError`, with the wavenumber written out as `2 * Real.pi / (n * a)` and the matching relation again assumed as `ht`. Its proof first uses `relativeError_eq` to pass to $\varepsilon(2\pi/n)$. The bounds $3.14<\pi<3.15$ then supply the decimal limits on $x$, and `generalize` turns $2\pi/n$ into a plain variable so that only polynomial inequalities remain. In the case $2\le n\le18$, the product passed to `nlinarith` is $(s-0.121)(10-s)$.

## Using the threshold in a run

In the setup above, waves with less kinetic energy than $K$ have a smaller $x$, and the bound $x^2/12$ keeps their error below one per cent too, even when the number of points per wavelength is not whole. With a potential present, $K$ is usually estimated as the highest energy of interest minus the lowest potential in the device; the one-per-cent figure then describes the kinetic operator locally, in regions where the energy lies above the potential. It does not cover the decaying waves inside a high barrier, nor the error of a computed transmission.

The comparison is made at equal wavenumber. A scattering code fixes the energy instead, and the lattice wavenumber then comes out too large by a fraction of roughly $x^2/24$, about half the relative energy error. The resulting phase error grows with the length of the device, so a long resonant structure may call for a finer grid than 19 points per wavelength.
